# Galilean boosts preserve the Schrödinger equation with a translation-invariant potential

## One particle on a line

Set $\hbar = 1$ and let $\psi(x,t)$ solve $i\psi_t = -\psi_{xx}/(2m) + V(x,t)\psi$ for a particle of mass $m>0$ in a real potential $V$. To set the state in uniform motion with velocity $u$, first replace $x$ by $x-ut$. The time derivative of $\psi(x-ut,t)$ then contains an extra $-u\psi_x$, which the unchanged $\psi_{xx}$ does not balance. A phase factor supplies the balance. Put

$$\phi(x,t) = e^{i\theta}\,\psi(x-ut,t), \qquad \theta = mux - \tfrac12 mu^2 t .$$

With $\psi$ and its derivatives taken at $(x-ut,t)$,

$$\phi_x = e^{i\theta}(\psi_x + imu\,\psi), \qquad \phi_{xx} = e^{i\theta}(\psi_{xx} + 2imu\,\psi_x - m^2u^2\psi),$$

$$i\phi_t = e^{i\theta}\left(i\psi_t - iu\,\psi_x + \tfrac12 mu^2\psi\right), \qquad -\frac{\phi_{xx}}{2m} = e^{i\theta}\left(-\frac{\psi_{xx}}{2m} - iu\,\psi_x + \tfrac12 mu^2\psi\right).$$

The terms $-iu\psi_x$ and $\tfrac12 mu^2\psi$ occur on both sides, so $\phi$ solves the equation with the potential $V(x-ut,t)$, which travels along with the state. For $V=0$ and $\psi=1$ the result is the plane wave of momentum $mu$ and energy $mu^2/2$.

## Many coordinates and the potential that is left unchanged

Take a finite set of coordinates $x_k$, each with a mass $m_k>0$ and a velocity $u_k$, and the Hamiltonian $H_V = -\sum_k \partial_k^2/(2m_k) + V(x,t)$. Define the change of frame $S$, the phase $\theta$ and the boosted function $\phi$ by

$$S(x,t) = (x-ut,\,t), \qquad \theta(x,t) = \sum_k m_ku_kx_k - Et, \qquad E = \tfrac12\sum_k m_ku_k^2, \qquad \phi = e^{i\theta}\,\psi\circ S .$$

The result is that, for twice continuously differentiable $\psi$, $\phi$ solves $i\partial_t\phi = H_{V\circ S}\,\phi$ exactly when $\psi$ solves $i\partial_t\psi = H_V\psi$. The equation for $\phi$ is the same as the one for $\psi$ when $V\circ S = V$. This holds if all particles receive one velocity $v$ and $V$ is independent of time and unchanged when all particles are displaced by the same vector, as for an isolated system whose potential depends only on the relative positions of the particles. Invariance under all common displacements does not exclude every external field: for differentiable $V$ it says that the forces on all particles add up to zero, which also holds for particles of zero total charge in a uniform static electric field.

For two particles on a line with potential $U(x_1-x_2)$ and total mass $M=m_1+m_2$, the phase is $v(m_1x_1+m_2x_2) - Mv^2t/2 = MvX - Mv^2t/2$, where $X=(m_1x_1+m_2x_2)/M$ is the centre of mass. It has the one-particle form with mass $M$, and $S$ leaves $x_1-x_2$ alone. For an isolated non-relativistic system of spinless point particles with such a potential and a wave function that is $C^2$ everywhere, a uniform velocity of the whole system can therefore be added or removed without changing the equation of motion. Wave functions of molecules with point Coulomb interactions in general have cusps and fall outside this smoothness hypothesis.

## The residual of the boosted function

Let $p=(x,t)$ be a spacetime point, $a$ a spacetime direction, and $D_af(p) = \frac{d}{ds}f(p+sa)\big|_{s=0}$ for a function $f$. Both $\theta$ and $S$ are linear, so $\theta(p+sa)=\theta(p)+s\theta(a)$ and $S(p+sa)=Sp+sSa$. The product rule gives

$$D_a\phi(p) = e^{i\theta(p)}\left[\,i\theta(a)\,\psi(Sp) + D_{Sa}\psi(Sp)\right].$$

Let $e_k$ and $e_t$ be the unit vectors along $x_k$ and $t$. For $a=e_k$ one has $\theta(e_k)=m_ku_k$ and $Se_k=e_k$. For $a=e_t$ one has $\theta(e_t)=-E$ and $Se_t = e_t-\sum_k u_ke_k$, and $D_a\psi$ is linear in $a$ because $\psi$ is differentiable. Hence

$$\partial_k\phi = e^{i\theta}\left(\partial_k\psi + im_ku_k\psi\right)\circ S, \qquad \partial_t\phi = e^{i\theta}\Big(\partial_t\psi - \sum_k u_k\partial_k\psi - iE\psi\Big)\circ S .$$

The first formula says that $\partial_k\phi$ is itself the boost of $g=\partial_k\psi+im_ku_k\psi$. Applying the formula to $g$ gives

$$\partial_k^2\phi = e^{i\theta}\left(\partial_k^2\psi + 2im_ku_k\,\partial_k\psi - m_k^2u_k^2\psi\right)\circ S .$$

Divide by $-2m_k$, sum over $k$ and add the potential term; separately multiply the time derivative by $i$:

$$H_{V\circ S}\,\phi = e^{i\theta}\Big(H_V\psi - i\sum_k u_k\partial_k\psi + E\psi\Big)\circ S, \qquad i\partial_t\phi = e^{i\theta}\Big(i\partial_t\psi - i\sum_k u_k\partial_k\psi + E\psi\Big)\circ S .$$

Subtraction leaves

$$i\partial_t\phi - H_{V\circ S}\,\phi = e^{i\theta}\left(i\partial_t\psi - H_V\psi\right)\circ S .$$

If $\psi$ is a solution, the right side vanishes. Conversely, $e^{i\theta}\neq0$, and every point is $Sp$ for some $p$, since the shift with $-u$ undoes the shift with $u$; so a vanishing left side forces $\psi$ to be a solution.

Boosts compose additively. Write $\theta_u$, $S_u$ for the phase and shift with velocities $u$, and let $w$ be a second set of velocities. Then $S_wS_u=S_{u+w}$, and coordinate by coordinate

$$m_ku_kx_k - \tfrac12 m_ku_k^2t + m_kw_k(x_k-u_kt) - \tfrac12 m_kw_k^2t = m_k(u_k+w_k)x_k - \tfrac12 m_k(u_k+w_k)^2t ,$$

so $\theta_u+\theta_w\circ S_u=\theta_{u+w}$.

## Spacetime, Hamiltonian and boost as Lean objects

The finite type `κ` labels the coordinates, and a point `p : Spacetime κ` has positions `p.1 k` and time `p.2`. A wave function is any map `Spacetime κ → ℂ`. `dirDeriv` is $D_a$, and `dx k` and `dt` are its values along `ex k` and `et`. `Solves m V ψ` states `I * dt ψ p = hamiltonian m V ψ p` at every point `p`. The functions `shift`, `phase` and `boost` are $S$, $\theta$ and $\phi$; the sign convention is that `boost m u ψ` is the state set in motion with velocity $+u$.

`solves_boost_iff` is the equivalence above, for positive masses, arbitrary real $u_k$, an arbitrary real `V` with no regularity assumed, and `ContDiff ℝ 2 ψ`, joint $C^2$ smoothness in positions and time. Lean's `deriv` returns zero where a derivative fails to exist, and this hypothesis keeps that convention out of play.

`many_body` takes `κ` to be `ι × d`, pairs of a particle and a Cartesian axis. The mass `M k.1` depends on the particle only and the velocity `v k.2` on the axis only. Translation invariance of the static potential `W` is the assumed hypothesis `hW`. As in `solves_boost_iff`, the masses are positive and $\psi$ is $C^2$. The conclusion is an equivalence with the same `W` on both sides. For a single particle `hW` forces `W` to be constant.

`two_body` has `κ = Fin 2`, with $x_1$ as `p.1 0` and $x_2$ as `p.1 1`, and an arbitrary real function `U`. It states one implication, again for positive masses and $C^2$ functions $\psi$: if $\psi$ is a solution, so is $e^{iv(m_1x_1+m_2x_2)-iMv^2t/2}\,\psi(x_1-vt,x_2-vt,t)$, with the total mass $M$ written out as `m₁ + m₂`. `boost_boost` is the composition law, with no condition on the masses or on $\psi$. `plane_wave_witness` states that $e^{i\theta}$ is $C^2$ and solves the free equation, which gives a nonzero function satisfying the assumptions of `solves_boost_iff`.

All of this concerns the partial differential equation pointwise. There is no Hilbert space, normalisation or boundary condition, and the plane wave is not square integrable when there is at least one coordinate. Spin and vector potentials are absent. Wave functions with a cusp where two charges meet are not $C^2$ and are not covered. The factorisation of the two-body problem into a free centre-of-mass equation and a relative equation with reduced mass is a separate statement that the file does not prove; the reading of $\theta$ in terms of $X$ is likewise commentary on the theorems.

## The Lean file

```lean
import Mathlib

open Complex

namespace GalileanBoost

noncomputable section

/-- Configuration-space coordinates `x k` together with the time. -/
abbrev Spacetime (κ : Type) := (κ → ℝ) × ℝ

variable {κ : Type} [Fintype κ] [DecidableEq κ]

/-- Derivative of a wave function at `p` along the spacetime direction `a`. -/
def dirDeriv (a : Spacetime κ) (ψ : Spacetime κ → ℂ) (p : Spacetime κ) : ℂ :=
  deriv (fun s : ℝ => ψ (p + s • a)) 0

/-- Unit vector along the coordinate `x k`. -/
def ex (k : κ) : Spacetime κ := (Pi.single k 1, 0)

/-- Unit vector along the time axis. -/
def et : Spacetime κ := (0, 1)

/-- Partial derivative with respect to `x k`. -/
def dx (k : κ) (ψ : Spacetime κ → ℂ) : Spacetime κ → ℂ := dirDeriv (ex k) ψ

/-- Partial derivative with respect to time. -/
def dt (ψ : Spacetime κ → ℂ) : Spacetime κ → ℂ := dirDeriv et ψ

/-- The Hamiltonian `-∑ ∂ₖ²/(2 mₖ) + V` acting on `ψ` (with `ħ = 1`). -/
def hamiltonian (m : κ → ℝ) (V : Spacetime κ → ℝ) (ψ : Spacetime κ → ℂ) (p : Spacetime κ) : ℂ :=
  -(∑ k, dx k (dx k ψ) p / (2 * m k)) + V p * ψ p

/-- `ψ` obeys the time-dependent Schrödinger equation `i ∂ₜ ψ = H ψ` everywhere. -/
def Solves (m : κ → ℝ) (V : Spacetime κ → ℝ) (ψ : Spacetime κ → ℂ) : Prop :=
  ∀ p, I * dt ψ p = hamiltonian m V ψ p

/-- The change of frame `(x, t) ↦ (x - u t, t)`. -/
def shift (u : κ → ℝ) (p : Spacetime κ) : Spacetime κ := (fun k => p.1 k - u k * p.2, p.2)

/-- The boost phase `∑ mₖ uₖ xₖ - (∑ mₖ uₖ²) t / 2`. -/
def phase (m u : κ → ℝ) (p : Spacetime κ) : ℝ :=
  ∑ k, m k * u k * p.1 k - (∑ k, m k * u k ^ 2) * p.2 / 2

/-- The boosted wave function `exp (i θ(x, t)) ψ(x - u t, t)`. -/
def boost (m u : κ → ℝ) (ψ : Spacetime κ → ℂ) (p : Spacetime κ) : ℂ :=
  exp (I * phase m u p) * ψ (shift u p)

omit [DecidableEq κ] in
/-- Along a straight line a differentiable `ψ` changes at the rate given by its total
derivative applied to the direction. -/
theorem hasDerivAt_line {ψ : Spacetime κ → ℂ} (hψ : Differentiable ℝ ψ) (p a : Spacetime κ) :
    HasDerivAt (fun s : ℝ => ψ (p + s • a)) (fderiv ℝ ψ p a) 0 :=
  (hψ p).hasFDerivAt.hasLineDerivAt a

omit [DecidableEq κ] in
/-- Product and chain rule for the boosted wave function along any spacetime direction. -/
theorem dirDeriv_boost (m u : κ → ℝ) {ψ : Spacetime κ → ℂ} (hψ : Differentiable ℝ ψ)
    (a p : Spacetime κ) :
    dirDeriv a (boost m u ψ) p = exp (I * phase m u p) *
      (I * phase m u a * ψ (shift u p) + dirDeriv (shift u a) ψ (shift u p)) := by
  -- phase and shift are linear
  have hp : ∀ s : ℝ, phase m u (p + s • a) = phase m u p + s * phase m u a := by
    intro s
    have h : ∑ k, m k * u k * (s * a.1 k) = s * ∑ k, m k * u k * a.1 k := by
      rw [Finset.mul_sum]
      exact Finset.sum_congr rfl fun k _ => by ring
    simp only [phase, Prod.fst_add, Prod.snd_add, Prod.smul_fst, Prod.smul_snd, Pi.add_apply,
      Pi.smul_apply, smul_eq_mul, mul_add, Finset.sum_add_distrib]
    rw [h]
    ring
  have hs : ∀ s : ℝ, shift u (p + s • a) = shift u p + s • shift u a := by
    intro s
    refine Prod.ext (funext fun k => ?_) ?_
    · simp [shift]
      ring
    · simp [shift]
  have h0 : HasDerivAt (fun s : ℝ => phase m u p + s * phase m u a) (phase m u a) 0 := by
    simpa using ((hasDerivAt_id (0 : ℝ)).mul_const (phase m u a)).const_add (phase m u p)
  have h1 := hasDerivAt_line hψ (shift u p) (shift u a)
  have h2 := (h0.ofReal_comp.const_mul I).cexp
  have e : (fun s : ℝ => boost m u ψ (p + s • a)) = fun s : ℝ =>
      exp (I * ((phase m u p + s * phase m u a : ℝ) : ℂ)) * ψ (shift u p + s • shift u a) := by
    funext s
    rw [boost, hp, hs]
  unfold dirDeriv
  rw [e, h1.deriv]
  refine (h2.fun_mul h1).deriv.trans ?_
  simp only [zero_mul, add_zero, zero_smul]
  ring

/-- Through the boost, `∂ₖ` acts as `∂ₖ + i mₖ uₖ`. -/
theorem dx_boost (m u : κ → ℝ) {ψ : Spacetime κ → ℂ} (hψ : Differentiable ℝ ψ) (k : κ) :
    dx k (boost m u ψ) = boost m u (fun q => I * (m k * u k) * ψ q + dx k ψ q) := by
  have hph : phase m u (ex k) = m k * u k := by simp [phase, ex, Pi.single_apply]
  have hsh : shift u (ex k) = ex k := by
    refine Prod.ext (funext fun j => ?_) ?_ <;> simp [shift, ex]
  funext q
  show dirDeriv (ex k) (boost m u ψ) q = _
  rw [dirDeriv_boost m u hψ, hph, hsh]
  simp only [boost, dx, Complex.ofReal_mul]

/-- Through the boost, `∂ₜ` acts as `∂ₜ - ∑ uₖ ∂ₖ - i ∑ mₖ uₖ² / 2`. -/
theorem dt_boost (m u : κ → ℝ) {ψ : Spacetime κ → ℂ} (hψ : Differentiable ℝ ψ)
    (p : Spacetime κ) :
    dt (boost m u ψ) p = exp (I * phase m u p) *
      (-(I * (∑ k, (m k : ℂ) * u k ^ 2) / 2) * ψ (shift u p) + dt ψ (shift u p)
        - ∑ k, (u k : ℂ) * dx k ψ (shift u p)) := by
  have hph : phase m u et = -((∑ k, m k * u k ^ 2) / 2) := by simp [phase, et]
  have hsh : shift u et = et - ∑ k, u k • ex k := by
    refine Prod.ext (funext fun j => ?_) ?_
    · simp [shift, et, ex, Prod.fst_sum, Finset.sum_apply, Pi.single_apply]
    · simp [shift, et, ex, Prod.snd_sum]
  have hD : ∀ a q, dirDeriv a ψ q = fderiv ℝ ψ q a := fun a q => (hasDerivAt_line hψ q a).deriv
  show dirDeriv et (boost m u ψ) p = _
  rw [dirDeriv_boost m u hψ, hph, hsh]
  simp only [dt, dx, hD, map_sub, map_sum, map_smul, Complex.real_smul]
  push_cast
  ring

/-- Through the boost, `∂ₖ²` acts as `∂ₖ² + 2 i mₖ uₖ ∂ₖ - (mₖ uₖ)²`. -/
theorem dxx_boost (m u : κ → ℝ) {ψ : Spacetime κ → ℂ} (hψ : ContDiff ℝ 2 ψ) (k : κ)
    (p : Spacetime κ) :
    dx k (dx k (boost m u ψ)) p = exp (I * phase m u p) *
      (-((m k : ℂ) * u k) ^ 2 * ψ (shift u p) + 2 * I * (m k * u k) * dx k ψ (shift u p)
        + dx k (dx k ψ) (shift u p)) := by
  have hd : Differentiable ℝ ψ := hψ.differentiable (by norm_num)
  have hF : Differentiable ℝ (fderiv ℝ ψ) :=
    (hψ.fderiv_right (m := 1) one_add_one_eq_two.le).differentiable (by norm_num)
  have hdx : Differentiable ℝ (dx k ψ) := by
    have e : dx k ψ = fun q => fderiv ℝ ψ q (ex k) :=
      funext fun q => (hasDerivAt_line hd q (ex k)).deriv
    rw [e]
    exact hF.clm_apply (differentiable_const _)
  have hg : Differentiable ℝ (fun q => I * (m k * u k) * ψ q + dx k ψ q) :=
    (hd.const_mul _).add hdx
  have hlin : ∀ q, dx k (fun q => I * (m k * u k) * ψ q + dx k ψ q) q
      = I * (m k * u k) * dx k ψ q + dx k (dx k ψ) q := fun q =>
    (((hasDerivAt_line hd q (ex k)).differentiableAt.hasDerivAt.const_mul _).fun_add
      (hasDerivAt_line hdx q (ex k)).differentiableAt.hasDerivAt).deriv
  rw [dx_boost m u hd, dx_boost m u hg]
  simp only [boost]
  rw [hlin]
  linear_combination (exp (I * phase m u p) * ((m k : ℂ) * u k) ^ 2 * ψ (shift u p)) * I_sq

/-- Galilean covariance: the boosted function solves the Schrödinger equation with the potential
`V(x - u t, t)` exactly when `ψ` solves it with `V(x, t)`. -/
theorem solves_boost_iff {m : κ → ℝ} (hm : ∀ k, 0 < m k) (u : κ → ℝ) (V : Spacetime κ → ℝ)
    {ψ : Spacetime κ → ℂ} (hψ : ContDiff ℝ 2 ψ) :
    Solves m (fun p => V (shift u p)) (boost m u ψ) ↔ Solves m V ψ := by
  -- the residual of the boosted function is the phase factor times the shifted residual
  have key : ∀ p, I * dt (boost m u ψ) p - hamiltonian m (fun p => V (shift u p)) (boost m u ψ) p
      = exp (I * phase m u p) * (I * dt ψ (shift u p) - hamiltonian m V ψ (shift u p)) := by
    intro p
    have hk : ∀ k, dx k (dx k (boost m u ψ)) p / (2 * m k)
        = exp (I * phase m u p) * (-ψ (shift u p) / 2) * ((m k : ℂ) * u k ^ 2)
          + exp (I * phase m u p) * I * ((u k : ℂ) * dx k ψ (shift u p))
          + exp (I * phase m u p) * (dx k (dx k ψ) (shift u p) / (2 * m k)) := by
      intro k
      have h : (m k : ℂ) ≠ 0 := by exact_mod_cast (hm k).ne'
      rw [dxx_boost m u hψ]
      field_simp
    rw [dt_boost m u (hψ.differentiable (by norm_num))]
    simp only [hamiltonian, hk, Finset.sum_add_distrib, ← Finset.mul_sum]
    simp only [boost]
    linear_combination
      (-(exp (I * phase m u p) * (∑ k, (m k : ℂ) * u k ^ 2) * ψ (shift u p) / 2)) * I_sq
  constructor
  · intro h q
    have hq : shift u (shift (-u) q) = q := by
      refine Prod.ext (funext fun k => ?_) ?_ <;> simp [shift]
    have h0 := (key (shift (-u) q)).symm.trans (sub_eq_zero.2 (h (shift (-u) q)))
    rw [hq] at h0
    exact sub_eq_zero.1 ((mul_eq_zero.1 h0).resolve_left (exp_ne_zero _))
  · intro h p
    exact sub_eq_zero.1 ((key p).trans (by rw [h (shift u p), sub_self, mul_zero]))

/-- For particles `ι` in a space with axes `d` and a translation-invariant potential, the boost
by a common velocity `v` solves the Schrödinger equation exactly when `ψ` solves the same one. -/
theorem many_body {ι d : Type} [Fintype ι] [DecidableEq ι] [Fintype d] [DecidableEq d]
    {M : ι → ℝ} (hM : ∀ i, 0 < M i) (v : d → ℝ) (W : (ι × d → ℝ) → ℝ)
    (hW : ∀ (x : ι × d → ℝ) (a : d → ℝ), W (fun k => x k - a k.2) = W x)
    {ψ : Spacetime (ι × d) → ℂ} (hψ : ContDiff ℝ 2 ψ) :
    Solves (fun k => M k.1) (fun p => W p.1) (boost (fun k => M k.1) (fun k => v k.2) ψ) ↔
      Solves (fun k => M k.1) (fun p => W p.1) ψ := by
  have e : ∀ p : Spacetime (ι × d), W (shift (fun k : ι × d => v k.2) p).1 = W p.1 :=
    fun p => hW p.1 (fun j => v j * p.2)
  have h := solves_boost_iff (κ := ι × d) (m := fun k : ι × d => M k.1)
    (fun k : ι × d => hM k.1) (fun k : ι × d => v k.2)
    (fun p : Spacetime (ι × d) => W p.1) hψ
  simp only [e] at h
  exact h

/-- Two particles on a line with potential `U(x₁ - x₂)`: if `ψ` is a solution, so is
`exp (i v (m₁ x₁ + m₂ x₂) - i (m₁ + m₂) v² t / 2) ψ(x₁ - v t, x₂ - v t, t)`. -/
theorem two_body {m₁ m₂ : ℝ} (h₁ : 0 < m₁) (h₂ : 0 < m₂) (v : ℝ) (U : ℝ → ℝ)
    {ψ : Spacetime (Fin 2) → ℂ} (hψ : ContDiff ℝ 2 ψ)
    (h : Solves ![m₁, m₂] (fun p => U (p.1 0 - p.1 1)) ψ) :
    Solves ![m₁, m₂] (fun p => U (p.1 0 - p.1 1)) (fun p =>
      exp (I * v * (m₁ * p.1 0 + m₂ * p.1 1) - I * (m₁ + m₂) * v ^ 2 * p.2 / 2) *
        ψ (![p.1 0 - v * p.2, p.1 1 - v * p.2], p.2)) := by
  have hm : ∀ k, 0 < ![m₁, m₂] k := Fin.forall_fin_two.2 ⟨h₁, h₂⟩
  have hb := (solves_boost_iff hm (fun _ => v) _ hψ).2 h
  convert hb using 1
  · funext p
    simp [shift]
  · funext p
    have b : shift (fun _ => v) p = (![p.1 0 - v * p.2, p.1 1 - v * p.2], p.2) :=
      Prod.ext (funext fun k => by fin_cases k <;> simp [shift]) rfl
    rw [boost, b]
    congr 2
    simp [phase, Fin.sum_univ_two]
    ring

omit [DecidableEq κ] in
/-- Two successive boosts equal one boost by the sum of the velocities. -/
theorem boost_boost (m u w : κ → ℝ) (ψ : Spacetime κ → ℂ) :
    boost m u (boost m w ψ) = boost m (u + w) ψ := by
  funext p
  have hs : shift w (shift u p) = shift (u + w) p := by
    refine Prod.ext (funext fun k => ?_) rfl
    simp only [shift, Pi.add_apply]
    ring
  have hp : phase m u p + phase m w (shift u p) = phase m (u + w) p := by
    simp only [phase, shift, Pi.add_apply, Finset.sum_mul, Finset.sum_div,
      ← Finset.sum_sub_distrib, ← Finset.sum_add_distrib]
    exact Finset.sum_congr rfl fun k _ => by ring
  simp only [boost]
  rw [hs, ← hp, Complex.ofReal_add, mul_add, Complex.exp_add, mul_assoc]

/-- The plane wave `exp (i ∑ mₖ uₖ xₖ - i ∑ mₖ uₖ² t / 2)` is twice continuously differentiable
and solves the free Schrödinger equation. -/
theorem plane_wave_witness {m : κ → ℝ} (hm : ∀ k, 0 < m k) (u : κ → ℝ) :
    ContDiff ℝ 2 (fun p => exp (I * phase m u p)) ∧
      Solves m (fun _ => 0) (fun p => exp (I * phase m u p)) := by
  have hp : ContDiff ℝ 2 (phase m u) := by
    unfold phase
    fun_prop
  refine ⟨(contDiff_const.mul (Complex.ofRealCLM.contDiff.comp hp)).cexp, ?_⟩
  -- boost the constant solution
  have h1 : Solves m (fun _ => 0) (fun _ => 1) := by
    intro p
    simp [hamiltonian, dt, dx, dirDeriv]
  have e : boost m u (fun _ => 1) = fun p => exp (I * phase m u p) := by
    funext p
    simp [boost]
  rw [← e]
  exact (solves_boost_iff hm u (fun _ => 0) contDiff_const).2 h1

end

end GalileanBoost
```

```lean
#print axioms GalileanBoost.solves_boost_iff
#print axioms GalileanBoost.many_body
#print axioms GalileanBoost.two_body
#print axioms GalileanBoost.boost_boost
```

```
'GalileanBoost.solves_boost_iff' depends on axioms: [propext, Classical.choice, Quot.sound]
'GalileanBoost.many_body' depends on axioms: [propext, Classical.choice, Quot.sound]
'GalileanBoost.two_body' depends on axioms: [propext, Classical.choice, Quot.sound]
'GalileanBoost.boost_boost' depends on axioms: [propext, Classical.choice, Quot.sound]
```

## From the product rule to the cancellation

`hasDerivAt_line` identifies the derivative along a line with the total derivative `fderiv ℝ ψ p a`. In `dirDeriv_boost`, `hp` and `hs` are the linearity of $\theta$ and $S$ along the line $p+sa$. Then `h2` differentiates the exponential, `h1` differentiates $\psi(Sp+sSa)$, and `h2.fun_mul h1` is the product rule.

`dx_boost` and `dt_boost` insert the two kinds of direction, with `hph` and `hsh` giving $\theta(a)$ and $Sa$. In `dt_boost`, `hD` rewrites directional derivatives as `fderiv`, a linear map, so that `map_sub`, `map_sum` and `map_smul` split $D_{Se_t}\psi$ into $\partial_t\psi-\sum_ku_k\partial_k\psi$.

`dx_boost` is stated as an equality of functions whose right side is again a `boost`, so `dxx_boost` rewrites with it twice, the second time for $g$. That needs $g$ to be differentiable, which is `hg`; it rests on `hdx`, the differentiability of $\partial_k\psi$, and there the second order of smoothness is used. `hlin` computes $\partial_kg$, and `linear_combination` with `I_sq` turns $(im_ku_k)^2$ into $-(m_ku_k)^2$.

In `solves_boost_iff`, `key` is the residual identity. `hk` divides $\partial_k^2\phi$ by $2m_k$ and sorts it into three terms; `field_simp` needs only $m_k\neq0$, which is all that is taken from `hm`. After summation the first-derivative terms cancel as ring identities, and `I_sq` supplies $i\cdot(-iE)=E$. The implication from $\phi$ to $\psi$ evaluates `key` at `shift (-u) q`, returns to `q` by `hq`, and removes the phase factor by `exp_ne_zero`. The other implication evaluates the hypothesis at `shift u p`.

`many_body` applies `hW` with the displacement $vt$ to replace $W\circ S$ by $W$. In `two_body`, `convert` leaves two goals: $U$ is unchanged because $(x_1-vt)-(x_2-vt)=x_1-x_2$, and the explicit exponent equals $i\theta$ once the sum over `Fin 2` is expanded. `boost_boost` combines `hs` and `hp`, the two composition identities, with `Complex.exp_add`. `plane_wave_witness` checks that the constant $1$ solves the free equation, notes that its boost is $e^{i\theta}$, and applies `solves_boost_iff`.
